# Three line projectors in the plane with tr(PQR) = −1/8 and all pair traces 1/4

Let $P$, $Q$, $R$ be the orthogonal projectors of the real plane onto the lines at 0, 60 and 120 degrees. Then $\mathrm{tr}(PQR) = -1/8$, although $\mathrm{tr}(PQ) = \mathrm{tr}(QR) = \mathrm{tr}(RP) = 1/4$.

I read the trace of a product of projectors as a candidate weight for "all of these events". For two events it behaves well, since it is never negative. For three it can evidently fail, and I would like to see that made rigorous and checked by machine. I would also like to know whether $-1/8$ is an accident of these angles or a limit for lines in the plane. Can this be done in Lean 4 with Mathlib?

## The negative sign comes from one obtuse angle

Yes, and $-1/8$ is a limit: no three lines in the plane give a smaller value, and it is reached exactly when all three pair traces are $1/4$.

Write $u_\theta = (\cos\theta, \sin\theta)$ for the unit vector at angle $\theta$, and $P_\theta = u_\theta u_\theta^T$ for the projector onto its line. For lines at angles $a$, $b$, $c$, set
$$x = u_a\cdot u_b = \cos(a-b),\quad y = u_b\cdot u_c = \cos(b-c),\quad z = u_c\cdot u_a = \cos(c-a).$$
Multiplying out the projectors gives
$$P_aP_b = x\,u_a u_b^T,\qquad P_aP_bP_c = xy\,u_a u_c^T.$$
Since $\mathrm{tr}(u v^T) = u\cdot v$, the traces are
$$\mathrm{tr}(P_aP_b) = x^2,\qquad \mathrm{tr}(P_aP_bP_c) = xyz.$$
A pair trace is a square, so it hides the sign of the inner product. The triple trace does not. At 0, 60 and 120 degrees the inner products are $x = y = 1/2$ and $z = -1/2$, so the squares are all $1/4$ and the product is $-1/8$. Replacing a vector $u_\theta$ by $-u_\theta$ flips two of the three inner products, so the sign of the product belongs to the lines themselves.

In quantum terms, take $P$ as a pure state of a two-level system with real amplitudes. Then $\mathrm{tr}(PQR)$ is an entry of the Kirkwood–Dirac quasi-probability for the events $Q$ and $R$, and here it is negative. The probability of actually finding $Q$ and then $R$ in successive ideal measurements is $\tfrac14\cdot\tfrac14 = \tfrac1{16}$.

## Two events never give a negative trace

Let $P$ and $Q$ be symmetric and idempotent real matrices of any finite size. Then
$$(PQ)^T(PQ) = QPPQ = QPQ,$$
and by cyclicity $\mathrm{tr}(QPQ) = \mathrm{tr}(PQQ) = \mathrm{tr}(PQ)$. The trace of $(PQ)^T(PQ)$ is the sum of the squared entries of $PQ$, so $\mathrm{tr}(PQ) \ge 0$.

## In the plane, the pair traces fix the triple trace

Put $s = \sin(a-b)$ and $t = \sin(b-c)$. Because $c - a = -[(a-b)+(b-c)]$, the addition formula gives $z = xy - st$. Therefore
$$(z-xy)^2 = s^2t^2 = (1-x^2)(1-y^2).$$
Expanding both sides and cancelling $x^2y^2$ leaves
$$2xyz = x^2 + y^2 + z^2 - 1.$$
This says that the Gram determinant of three vectors in a plane vanishes, as it must, since they are linearly dependent.

For the lower bound, substitute $z = xy - st$ into the following difference:
$$1 + 8xyz - (z+2xy)^2 = 1 - (xy+st)^2 = (sy - xt)^2.$$
The last step holds because $xy + st$ and $sy - xt$ are the cosine and sine of the same angle, $(a-b)-(b-c)$. Hence
$$0 \le (z+2xy)^2 \le 1 + 8xyz,$$
and so $xyz \ge -1/8$.

If $xyz = -1/8$, the right-hand side is zero and $z + 2xy = 0$. Multiplying by $z$ gives $z^2 = -2xyz = 1/4$. The condition $xyz = -1/8$ is unchanged by cyclic relabelling, so $x^2 = y^2 = 1/4$ as well. Conversely, if all three squares are $1/4$, the relation above gives $2xyz = 3/4 - 1 = -1/4$, that is, $xyz = -1/8$.

## The Lean file

```lean
import Mathlib

open Matrix

namespace ThreeEventQuasiProbability

noncomputable section

/-- A real matrix is an orthogonal projector if it is symmetric and idempotent. -/
def IsOrthProj {n : Type*} [Fintype n] (P : Matrix n n ℝ) : Prop :=
  Pᵀ = P ∧ P * P = P

/-- The unit vector of the plane at angle `θ`. -/
def dir (θ : ℝ) : Fin 2 → ℝ := ![Real.cos θ, Real.sin θ]

/-- The matrix of the projector onto the line at angle `θ`. -/
def lineProj (θ : ℝ) : Matrix (Fin 2) (Fin 2) ℝ :=
  !![Real.cos θ ^ 2, Real.cos θ * Real.sin θ;
     Real.cos θ * Real.sin θ, Real.sin θ ^ 2]

/-- `lineProj θ` sends a vector to its component along the unit vector at angle `θ`. -/
theorem lineProj_mulVec (θ : ℝ) (x : Fin 2 → ℝ) :
    lineProj θ *ᵥ x = (dir θ ⬝ᵥ x) • dir θ := by
  ext i
  fin_cases i <;>
    simp [lineProj, dir, Matrix.mulVec, dotProduct, Fin.sum_univ_two] <;> ring

/-- `lineProj θ` is an orthogonal projector. -/
theorem lineProj_isOrthProj (θ : ℝ) : IsOrthProj (lineProj θ) := by
  constructor
  · ext i j
    fin_cases i <;> fin_cases j <;> simp [lineProj]
  · have h := Real.sin_sq_add_cos_sq θ
    unfold lineProj
    generalize Real.cos θ = c at *
    generalize Real.sin θ = s at *
    have h1 : c ^ 2 * c ^ 2 + c * s * (c * s) = c ^ 2 := by
      linear_combination c ^ 2 * h
    have h2 : c ^ 2 * (c * s) + c * s * s ^ 2 = c * s := by
      linear_combination c * s * h
    have h3 : c * s * c ^ 2 + s ^ 2 * (c * s) = c * s := by
      linear_combination c * s * h
    have h4 : c * s * (c * s) + s ^ 2 * s ^ 2 = s ^ 2 := by
      linear_combination s ^ 2 * h
    rw [Matrix.mul_fin_two, h1, h2, h3, h4]

/-- In any finite dimension the trace of a product of two orthogonal projectors is
nonnegative. -/
theorem trace_two_nonneg {n : Type*} [Fintype n] {P Q : Matrix n n ℝ}
    (hP : IsOrthProj P) (hQ : IsOrthProj Q) : 0 ≤ (P * Q).trace := by
  -- the trace is the sum of the squared entries of `P * Q`
  have h1 : Q * P * (P * Q) = Q * (P * Q) := by
    rw [Matrix.mul_assoc, ← Matrix.mul_assoc P P Q, hP.2]
  have h2 : ((P * Q)ᵀ * (P * Q)).trace = (P * Q).trace := by
    rw [Matrix.transpose_mul, hP.1, hQ.1, h1, Matrix.trace_mul_comm Q (P * Q),
      Matrix.mul_assoc, hQ.2]
  rw [← h2]
  exact Finset.sum_nonneg fun i _ => Finset.sum_nonneg fun j _ => mul_self_nonneg _

/-- The trace of the product of two line projectors is the squared cosine of the angle
between the lines. -/
theorem trace_pair (a b : ℝ) :
    (lineProj a * lineProj b).trace = Real.cos (a - b) ^ 2 := by
  simp only [lineProj, Matrix.mul_fin_two, Matrix.trace_fin_two_of, Real.cos_sub]
  ring

/-- The trace of the product of three line projectors is the product of the cosines of
the three angle differences, taken cyclically. -/
theorem trace_triple (a b c : ℝ) :
    (lineProj a * lineProj b * lineProj c).trace
      = Real.cos (a - b) * Real.cos (b - c) * Real.cos (c - a) := by
  simp only [lineProj, Matrix.mul_fin_two, Matrix.trace_fin_two_of, Real.cos_sub]
  ring

private lemma cos_third (a b c : ℝ) : Real.cos (c - a)
    = Real.cos (a - b) * Real.cos (b - c) - Real.sin (a - b) * Real.sin (b - c) := by
  rw [← Real.cos_add, ← Real.cos_neg (c - a)]
  congr 1
  ring

/-- For three lines in the plane, the three-projector trace is determined by the three
pair traces. -/
theorem trace_triple_eq_pairs (a b c : ℝ) :
    2 * (lineProj a * lineProj b * lineProj c).trace
      = (lineProj a * lineProj b).trace + (lineProj b * lineProj c).trace
        + (lineProj c * lineProj a).trace - 1 := by
  have hS := Real.sin_sq_add_cos_sq (a - b)
  have hT := Real.sin_sq_add_cos_sq (b - c)
  rw [trace_triple, trace_pair, trace_pair, trace_pair, cos_third a b c]
  linear_combination
    -(Real.sin (b - c) ^ 2) * hS - (1 - Real.cos (a - b) ^ 2) * hT

private lemma square_bound (a b c : ℝ) :
    (Real.cos (c - a) + 2 * (Real.cos (a - b) * Real.cos (b - c))) ^ 2
      ≤ 1 + 8 * (Real.cos (a - b) * Real.cos (b - c) * Real.cos (c - a)) := by
  have hS := Real.sin_sq_add_cos_sq (a - b)
  have hT := Real.sin_sq_add_cos_sq (b - c)
  -- the difference of the two sides is itself a square
  have key : 1 + 8 * (Real.cos (a - b) * Real.cos (b - c) * Real.cos (c - a))
      - (Real.cos (c - a) + 2 * (Real.cos (a - b) * Real.cos (b - c))) ^ 2
      = (Real.sin (a - b) * Real.cos (b - c)
          - Real.cos (a - b) * Real.sin (b - c)) ^ 2 := by
    rw [cos_third a b c]
    linear_combination
      -(Real.sin (b - c) ^ 2 + Real.cos (b - c) ^ 2) * hS - hT
  have hsq := sq_nonneg (Real.sin (a - b) * Real.cos (b - c)
          - Real.cos (a - b) * Real.sin (b - c))
  rw [← key] at hsq
  exact sub_nonneg.mp hsq

private lemma overlap_of_min (a b c : ℝ)
    (e : Real.cos (a - b) * Real.cos (b - c) * Real.cos (c - a) = -1 / 8) :
    Real.cos (c - a) ^ 2 = 1 / 4 := by
  have h := square_bound a b c
  rw [e] at h
  have h0 : Real.cos (c - a) + 2 * (Real.cos (a - b) * Real.cos (b - c)) = 0 :=
    (pow_eq_zero_iff two_ne_zero).1 (le_antisymm (h.trans (by norm_num)) (sq_nonneg _))
  linear_combination Real.cos (c - a) * h0 - 2 * e

/-- For any three lines in the plane the three-projector trace is at least `-1/8`. -/
theorem trace_triple_ge (a b c : ℝ) :
    -1 / 8 ≤ (lineProj a * lineProj b * lineProj c).trace := by
  rw [trace_triple]
  have h := (sq_nonneg _).trans (square_bound a b c)
  linarith

/-- The three-projector trace equals `-1/8` exactly when each of the three pair traces
equals `1/4`. -/
theorem trace_triple_eq_min_iff (a b c : ℝ) :
    (lineProj a * lineProj b * lineProj c).trace = -1 / 8 ↔
      (lineProj a * lineProj b).trace = 1 / 4 ∧
      (lineProj b * lineProj c).trace = 1 / 4 ∧
      (lineProj c * lineProj a).trace = 1 / 4 := by
  constructor
  · intro e
    rw [trace_triple] at e
    rw [trace_pair, trace_pair, trace_pair]
    -- the three overlaps follow from one another by cyclic relabelling
    exact ⟨overlap_of_min b c a (by linear_combination e),
      overlap_of_min c a b (by linear_combination e), overlap_of_min a b c e⟩
  · rintro ⟨h1, h2, h3⟩
    have h := trace_triple_eq_pairs a b c
    rw [h1, h2, h3] at h
    linarith

/-- For the projectors onto the lines at 0, 60 and 120 degrees, the trace of the triple
product is `-1/8`, although the trace of the product of any two of them is `1/4`. -/
theorem three_event_counterexample :
    (lineProj 0 * lineProj (Real.pi / 3) * lineProj (2 * Real.pi / 3)).trace = -1 / 8 ∧
      (lineProj 0 * lineProj (Real.pi / 3)).trace = 1 / 4 ∧
      (lineProj (Real.pi / 3) * lineProj (2 * Real.pi / 3)).trace = 1 / 4 ∧
      (lineProj (2 * Real.pi / 3) * lineProj 0).trace = 1 / 4 := by
  have h1 : (lineProj 0 * lineProj (Real.pi / 3)).trace = 1 / 4 := by
    rw [trace_pair, show (0 : ℝ) - Real.pi / 3 = -(Real.pi / 3) by ring,
      Real.cos_neg, Real.cos_pi_div_three]
    norm_num
  have h2 : (lineProj (Real.pi / 3) * lineProj (2 * Real.pi / 3)).trace = 1 / 4 := by
    rw [trace_pair, show Real.pi / 3 - 2 * Real.pi / 3 = -(Real.pi / 3) by ring,
      Real.cos_neg, Real.cos_pi_div_three]
    norm_num
  have h3 : (lineProj (2 * Real.pi / 3) * lineProj 0).trace = 1 / 4 := by
    rw [trace_pair, show 2 * Real.pi / 3 - 0 = Real.pi - Real.pi / 3 by ring,
      Real.cos_pi_sub, Real.cos_pi_div_three]
    norm_num
  exact ⟨(trace_triple_eq_min_iff _ _ _).2 ⟨h1, h2, h3⟩, h1, h2, h3⟩

end

end ThreeEventQuasiProbability
```

```lean
#print axioms ThreeEventQuasiProbability.trace_two_nonneg
#print axioms ThreeEventQuasiProbability.trace_triple_eq_pairs
#print axioms ThreeEventQuasiProbability.trace_triple_ge
#print axioms ThreeEventQuasiProbability.three_event_counterexample
```

```
'ThreeEventQuasiProbability.trace_two_nonneg' depends on axioms: [propext, Classical.choice, Quot.sound]
'ThreeEventQuasiProbability.trace_triple_eq_pairs' depends on axioms: [propext, Classical.choice, Quot.sound]
'ThreeEventQuasiProbability.trace_triple_ge' depends on axioms: [propext, Classical.choice, Quot.sound]
'ThreeEventQuasiProbability.three_event_counterexample' depends on axioms: [propext, Classical.choice, Quot.sound]
```

## What the theorems say in physical terms

The final theorem, `three_event_counterexample`, is a conjunction of four equalities between real numbers: the triple trace is $-1/8$, and the pair traces for $PQ$, $QR$ and $RP$ are each $1/4$. The correspondence with the physics is as follows.

- `lineProj θ` is the projector $P_\theta$, written as an explicit 2×2 real matrix. Angles are in radians, so 60 and 120 degrees appear as `Real.pi / 3` and `2 * Real.pi / 3`.
- `dir θ` is the unit vector $u_\theta$. The theorem `lineProj_mulVec` says that the matrix sends a vector $v$ to $(u_\theta\cdot v)\,u_\theta$, which identifies the line it projects onto.
- `IsOrthProj P` says that `P` is symmetric and idempotent. The theorem `lineProj_isOrthProj` shows that every `lineProj θ` has this property, so the entries written down in the definition really do describe an orthogonal projector.
- `.trace` is the plain matrix trace, with no division by the dimension. With $P$ as the state, which has trace one, the value $-1/8$ is already normalised. For three events in the maximally mixed state $\rho = \tfrac12 I$, the corresponding value is $\mathrm{tr}(\rho PQR) = -1/16$.

The order of the factors is immaterial here. Any reordering of three factors is a cyclic shift, possibly combined with a reversal, and for real symmetric matrices neither changes the trace.

The general results have different ranges. `trace_two_nonneg` covers orthogonal projectors of any rank on a real space of any finite dimension. The bound `trace_triple_ge`, the equality condition `trace_triple_eq_min_iff` and the relation `trace_triple_eq_pairs` concern lines in the real plane only, at arbitrary angles, with coinciding lines allowed. Complex amplitudes, for which the triple trace need not even be real, are not treated. Nor does the file contain a state or a measurement process; the quasi-probability is an interpretation of the trace.

## How the proof follows the calculation

**The projectors.** `lineProj_mulVec` compares the two components of the vectors on each side. In `lineProj_isOrthProj`, the cosine and sine of `θ` are replaced by letters `c` and `s` that satisfy $s^2 + c^2 = 1$ (not the angle $c$ and the sine $s$ of the calculation above). The four entries of the squared matrix then reduce to the original entries, each by a multiple of that one relation.

**Two events.** `trace_two_nonneg` is the argument above. The step `h1` removes the repeated `P`, and `h2` uses cyclicity and the idempotence of `Q` to identify the trace of $(PQ)^T(PQ)$ with that of $PQ$. The last line reads the former as a double sum of squares.

**The trace formulas.** `trace_pair` and `trace_triple` multiply the explicit matrices, expand each cosine of a difference, and leave a polynomial identity to `ring`. This replaces the shorter calculation with $u_\theta u_\theta^T$.

**The planar relation.** `cos_third` is the formula $z = xy - st$. After it has been substituted, `trace_triple_eq_pairs` follows from the two relations $s^2 + x^2 = 1$ and $t^2 + y^2 = 1$. The tactic `linear_combination` is told which multiples of them to add, and verifies that the result is the claimed equation.

**The bound and its equality case.** `square_bound` is the inequality $(z+2xy)^2 \le 1 + 8xyz$, and its step `key` is the identity that writes the difference as $(sy - xt)^2$. `trace_triple_ge` keeps only the fact that the left-hand side is nonnegative. `overlap_of_min` treats the equality case: `h0` is $z + 2xy = 0$, and the closing line multiplies it by $z$ to obtain $z^2 = 1/4$. In `trace_triple_eq_min_iff`, the forward direction applies this lemma three times with the angles relabelled cyclically, and the converse uses the planar relation.

**The three angles.** The main theorem evaluates only the pair traces. Each angle difference is reduced to $\pi/3$, using $\cos(-\theta) = \cos\theta$ for the first two pairs and $\cos(\pi-\theta) = -\cos\theta$ for the third, after which $\cos(\pi/3) = 1/2$ gives $1/4$. The triple trace then comes from the converse direction of `trace_triple_eq_min_iff`, without a separate multiplication of the three matrices.

## Without symmetry, or outside the plane

The two-event result needs projectors that are orthogonal, not merely idempotent. Take
$$P = \begin{pmatrix}1 & 2\\ 0 & 0\end{pmatrix},\qquad Q = \frac12\begin{pmatrix}1 & -1\\ -1 & 1\end{pmatrix}.$$
Here $P^2 = P$, but $P$ is not symmetric: it projects obliquely onto the horizontal axis. $Q$ is the orthogonal projector onto the line at 135 degrees. The trace is $\mathrm{tr}(PQ) = \tfrac12 - 1 = -\tfrac12$, so two events already give a negative value.

That pair traces of $1/4$ force the triple trace to be $-1/8$, in turn, depends on the lines lying in one plane. In three dimensions, the unit vectors
$$\tfrac1{\sqrt2}(1,1,0),\qquad \tfrac1{\sqrt2}(1,0,1),\qquad \tfrac1{\sqrt2}(0,1,1)$$
have all pairwise inner products equal to $+1/2$. The pair traces of their projectors are again $1/4$, but the triple trace is $+1/8$. These two examples rest on the arithmetic shown here and do not appear in the file.
